# Fermi-Dirac heating at fixed filling raises the emission centroid of fixed, unequal levels with a common nonzero matrix element

If two calculations of an X-ray emission band use different electronic smearing and the effect of smearing on the centroid is ignored, the resulting shift can be mistaken for a change in the levels themselves. For finitely many fixed levels that are not all equal, with a constant nonzero matrix element and the same total occupation, more Fermi-Dirac smearing always moves the centroid up.

```lean
import Mathlib

namespace EmissionCentroid

noncomputable section

/-- The Fermi-Dirac occupation of a level of energy `e` at chemical potential `μ` and
temperature `T ≠ 0`, with `T` in energy units. -/
def fermi (T μ e : ℝ) : ℝ := 1 / (Real.exp ((e - μ) / T) + 1)

/-- The energy at which the Fermi functions of two different nonzero temperatures `T₁ ≠ T₂` cross.
-/
def crossingEnergy (T₁ T₂ μ₁ μ₂ : ℝ) : ℝ := (μ₁ * T₂ - μ₂ * T₁) / (T₂ - T₁)

/-- The centroid of the emission band: the mean photon energy `ε i - core`, weighted by the
squared matrix element times the occupation. Its domain is `T ≠ 0` and `m` not identically zero
on a nonempty set of levels. -/
def centroid {ι : Type*} [Fintype ι] (ε : ι → ℝ) (core : ℝ) (m : ι → ℂ) (T μ : ℝ) : ℝ :=
  (∑ i, ‖m i‖ ^ 2 * fermi T μ (ε i) * (ε i - core)) / ∑ i, ‖m i‖ ^ 2 * fermi T μ (ε i)

/-- Fermi-Dirac occupations are positive. -/
theorem fermi_pos (T μ e : ℝ) : 0 < fermi T μ e := by
  unfold fermi
  positivity

/-- For `0 < T₁ < T₂`, the hotter Fermi function is the larger one above the crossing energy
and the smaller one below it. -/
theorem fermi_crossing {T₁ T₂ μ₁ μ₂ e : ℝ} (h1 : 0 < T₁) (h12 : T₁ < T₂)
    (he : e ≠ crossingEnergy T₁ T₂ μ₁ μ₂) :
    0 < (fermi T₂ μ₂ e - fermi T₁ μ₁ e) * (e - crossingEnergy T₁ T₂ μ₁ μ₂) := by
  have h2 : 0 < T₂ := h1.trans h12
  have hd : 0 < T₂ - T₁ := sub_pos.2 h12
  have hd' : T₂ - T₁ ≠ 0 := hd.ne'
  have hc : (T₂ - T₁) * crossingEnergy T₁ T₂ μ₁ μ₂ = μ₁ * T₂ - μ₂ * T₁ := by
    unfold crossingEnergy
    field_simp
  -- the difference of the reduced energies is proportional to the distance from the crossing
  have key : (e - μ₁) / T₁ - (e - μ₂) / T₂
      = (T₂ - T₁) / (T₁ * T₂) * (e - crossingEnergy T₁ T₂ μ₁ μ₂) := by
    rw [div_sub_div _ _ h1.ne' h2.ne', div_mul_eq_mul_div]
    congr 1
    linear_combination hc
  have hk : 0 < (T₂ - T₁) / (T₁ * T₂) := div_pos hd (mul_pos h1 h2)
  have anti : ∀ x y : ℝ, x < y → 1 / (Real.exp y + 1) < 1 / (Real.exp x + 1) :=
    fun x y h => one_div_lt_one_div_of_lt (by positivity) (by linarith [Real.exp_lt_exp.2 h])
  rcases lt_or_gt_of_ne he with h | h
  · have hn := mul_neg_of_pos_of_neg hk (sub_neg.2 h)
    exact mul_pos_of_neg_of_neg (sub_neg.2 (anti _ _ (by linarith))) (sub_neg.2 h)
  · have hp := mul_pos hk (sub_pos.2 h)
    exact mul_pos (sub_pos.2 (anti _ _ (by linarith))) (sub_pos.2 h)

/-- For levels that are not all equal, heating from `T₁ > 0` to `T₂ > T₁` at fixed total
occupation strictly raises the occupation-weighted energy. -/
theorem energy_lt_of_heating {ι : Type*} [Fintype ι] (ε : ι → ℝ) {T₁ T₂ μ₁ μ₂ : ℝ}
    (h1 : 0 < T₁) (h12 : T₁ < T₂) (hne : ∃ i j, ε i ≠ ε j)
    (hN : ∑ i, fermi T₁ μ₁ (ε i) = ∑ i, fermi T₂ μ₂ (ε i)) :
    ∑ i, fermi T₁ μ₁ (ε i) * ε i < ∑ i, fermi T₂ μ₂ (ε i) * ε i := by
  obtain ⟨c, hc⟩ : ∃ c, c = crossingEnergy T₁ T₂ μ₁ μ₂ := ⟨_, rfl⟩
  have hterm : ∀ i, ε i ≠ c →
      0 < (fermi T₂ μ₂ (ε i) - fermi T₁ μ₁ (ε i)) * (ε i - c) := by
    intro i hi
    rw [hc] at hi ⊢
    exact fermi_crossing h1 h12 hi
  -- at least one level lies away from the crossing energy
  have hex : ∃ i, ε i ≠ c := by
    obtain ⟨i, j, hij⟩ := hne
    by_cases hi : ε i = c
    · exact ⟨j, fun hj => hij (hi.trans hj.symm)⟩
    · exact ⟨i, hi⟩
  have hpos : 0 < ∑ i, (fermi T₂ μ₂ (ε i) - fermi T₁ μ₁ (ε i)) * (ε i - c) := by
    obtain ⟨k, hk⟩ := hex
    refine Finset.sum_pos' (fun i _ => ?_) ⟨k, Finset.mem_univ k, hterm k hk⟩
    by_cases hi : ε i = c
    · rw [hi, sub_self, mul_zero]
    · exact (hterm i hi).le
  -- particle conservation removes the reference energy `c`
  have hsum : ∑ i, (fermi T₂ μ₂ (ε i) - fermi T₁ μ₁ (ε i)) * (ε i - c)
      = (∑ i, fermi T₂ μ₂ (ε i) * ε i - ∑ i, fermi T₁ μ₁ (ε i) * ε i)
        - c * (∑ i, fermi T₂ μ₂ (ε i) - ∑ i, fermi T₁ μ₁ (ε i)) := by
    rw [← Finset.sum_sub_distrib, ← Finset.sum_sub_distrib, Finset.mul_sum,
      ← Finset.sum_sub_distrib]
    exact Finset.sum_congr rfl fun i _ => by ring
  rw [hsum, hN, sub_self, mul_zero, sub_zero] at hpos
  exact sub_pos.1 hpos

/-- For a nonempty set of levels and a constant nonzero matrix element, the centroid is the
occupation-weighted mean of the level energies minus the core energy. -/
theorem centroid_const {ι : Type*} [Fintype ι] [Nonempty ι] (ε : ι → ℝ) (core : ℝ) {m : ℂ}
    (hm : m ≠ 0) (T μ : ℝ) :
    centroid ε core (fun _ => m) T μ
      = (∑ i, fermi T μ (ε i) * ε i) / (∑ i, fermi T μ (ε i)) - core := by
  have hS : 0 < ∑ i, fermi T μ (ε i) :=
    Finset.sum_pos (fun i _ => fermi_pos T μ (ε i)) Finset.univ_nonempty
  have hm2 : ‖m‖ ^ 2 ≠ 0 := pow_ne_zero 2 (norm_ne_zero_iff.2 hm)
  have hnum : ∑ i, ‖m‖ ^ 2 * fermi T μ (ε i) * (ε i - core)
      = ‖m‖ ^ 2 * (∑ i, fermi T μ (ε i) * ε i - core * ∑ i, fermi T μ (ε i)) := by
    rw [Finset.mul_sum, ← Finset.sum_sub_distrib, Finset.mul_sum]
    exact Finset.sum_congr rfl fun i _ => by ring
  unfold centroid
  rw [hnum, ← Finset.mul_sum, mul_div_mul_left _ _ hm2, sub_div,
    mul_div_cancel_right₀ _ hS.ne']

/-- For levels that are not all equal and a constant nonzero matrix element, heating from
`T₁ > 0` to `T₂ > T₁` at fixed total occupation strictly raises the emission centroid. -/
theorem centroid_lt_of_heating {ι : Type*} [Fintype ι] (ε : ι → ℝ) (core : ℝ) {m : ℂ}
    (hm : m ≠ 0) {T₁ T₂ μ₁ μ₂ : ℝ} (h1 : 0 < T₁) (h12 : T₁ < T₂)
    (hne : ∃ i j, ε i ≠ ε j)
    (hN : ∑ i, fermi T₁ μ₁ (ε i) = ∑ i, fermi T₂ μ₂ (ε i)) :
    centroid ε core (fun _ => m) T₁ μ₁ < centroid ε core (fun _ => m) T₂ μ₂ := by
  have hE := energy_lt_of_heating ε h1 h12 hne hN
  obtain ⟨i, _, _⟩ := hne
  have : Nonempty ι := ⟨i⟩
  have hS : 0 < ∑ i, fermi T₂ μ₂ (ε i) :=
    Finset.sum_pos (fun i _ => fermi_pos T₂ μ₂ (ε i)) Finset.univ_nonempty
  rw [centroid_const ε core hm, centroid_const ε core hm, hN]
  have h := div_lt_div_of_pos_right hE hS
  linarith

/-- At temperature `1 / log a` with `a > 1` and zero chemical potential, a level of integer
energy `n` has occupation `1 / (a ^ n + 1)`. -/
theorem fermi_log {a e : ℝ} (n : ℤ) (ha : 1 < a) (he : e = n) :
    fermi (Real.log a)⁻¹ 0 e = 1 / (a ^ n + 1) := by
  have hpos : 0 < a := by linarith
  rw [fermi, sub_zero, div_inv_eq_mul, he, ← Real.rpow_intCast, Real.rpow_def_of_pos hpos,
    mul_comm]

/-- With levels `-2, -1, 1, 2` of which only the lower two emit, heating from `1 / log 4` to
`1 / log 3` at zero chemical potential keeps the total occupation and lowers the centroid. -/
theorem centroid_falls_for_selective_emission (core : ℝ) :
    0 < (Real.log 4)⁻¹ ∧ (Real.log 4)⁻¹ < (Real.log 3)⁻¹ ∧
    ∑ i, fermi (Real.log 4)⁻¹ 0 (![-2, -1, 1, 2] i : ℝ)
      = ∑ i, fermi (Real.log 3)⁻¹ 0 (![-2, -1, 1, 2] i : ℝ) ∧
    centroid ![-2, -1, 1, 2] core ![1, 1, 0, 0] (Real.log 3)⁻¹ 0
      < centroid ![-2, -1, 1, 2] core ![1, 1, 0, 0] (Real.log 4)⁻¹ 0 := by
  have h3 : 0 < Real.log 3 := Real.log_pos (by norm_num)
  have h34 : Real.log 3 < Real.log 4 := Real.log_lt_log (by norm_num) (by norm_num)
  have h4 : 0 < Real.log 4 := h3.trans h34
  have a1 : fermi (Real.log 4)⁻¹ 0 (-2) = 16 / 17 := by
    rw [fermi_log (-2) (by norm_num) (by norm_num)]; norm_num
  have a2 : fermi (Real.log 4)⁻¹ 0 (-1) = 4 / 5 := by
    rw [fermi_log (-1) (by norm_num) (by norm_num)]; norm_num
  have a3 : fermi (Real.log 4)⁻¹ 0 1 = 1 / 5 := by
    rw [fermi_log 1 (by norm_num) (by norm_num)]; norm_num
  have a4 : fermi (Real.log 4)⁻¹ 0 2 = 1 / 17 := by
    rw [fermi_log 2 (by norm_num) (by norm_num)]; norm_num
  have b1 : fermi (Real.log 3)⁻¹ 0 (-2) = 9 / 10 := by
    rw [fermi_log (-2) (by norm_num) (by norm_num)]; norm_num
  have b2 : fermi (Real.log 3)⁻¹ 0 (-1) = 3 / 4 := by
    rw [fermi_log (-1) (by norm_num) (by norm_num)]; norm_num
  have b3 : fermi (Real.log 3)⁻¹ 0 1 = 1 / 4 := by
    rw [fermi_log 1 (by norm_num) (by norm_num)]; norm_num
  have b4 : fermi (Real.log 3)⁻¹ 0 2 = 1 / 10 := by
    rw [fermi_log 2 (by norm_num) (by norm_num)]; norm_num
  have hs : ∀ T, ∑ i, fermi T 0 (![-2, -1, 1, 2] i : ℝ)
      = fermi T 0 (-2) + fermi T 0 (-1) + fermi T 0 1 + fermi T 0 2 := by
    intro T
    simp [Fin.sum_univ_four]
  -- only the two lower levels contribute to the band
  have hc : ∀ T, centroid ![-2, -1, 1, 2] core ![1, 1, 0, 0] T 0
      = (fermi T 0 (-2) * (-2 - core) + fermi T 0 (-1) * (-1 - core))
        / (fermi T 0 (-2) + fermi T 0 (-1)) := by
    intro T
    simp [centroid, Fin.sum_univ_four]
  refine ⟨inv_pos.2 h4, (inv_lt_inv₀ h4 h3).2 h34, ?_, ?_⟩
  · rw [hs, hs, a1, a2, a3, a4, b1, b2, b3, b4]
    norm_num
  · have e1 : (16 / 17 * (-2 - core) + 4 / 5 * (-1 - core)) / (16 / 17 + 4 / 5)
        = -57 / 37 - core := by ring
    have e2 : (9 / 10 * (-2 - core) + 3 / 4 * (-1 - core)) / (9 / 10 + 3 / 4)
        = -17 / 11 - core := by ring
    rw [hc, hc, a1, a2, b1, b2, e1, e2]
    linarith

end

end EmissionCentroid
```

```lean
#print axioms EmissionCentroid.centroid_lt_of_heating
#print axioms EmissionCentroid.centroid_falls_for_selective_emission
```

```
'EmissionCentroid.centroid_lt_of_heating' depends on axioms: [propext, Classical.choice, Quot.sound]
'EmissionCentroid.centroid_falls_for_selective_emission' depends on axioms: [propext, Classical.choice, Quot.sound]
```

## Two temperatures, one total occupation

The levels are real energies εᵢ, labelled by a finite index type `ι` and given in Lean as a function `ε : ι → ℝ`. The occupation of a level of energy e at temperature T and chemical potential μ is

f(T, μ, e) = 1 / (exp((e − μ)/T) + 1),

which is `fermi T μ e`. Temperature is in energy units, so Boltzmann's constant is absorbed into T.

The theorem `energy_lt_of_heating` compares a colder state (T₁, μ₁) with a hotter one (T₂, μ₂). Its hypotheses are 0 < T₁ (`h1`), T₁ < T₂ (`h12`), at least two different level energies (`hne`), and equal total occupation (`hN`). The last one stands for conservation of the electron number: the chemical potential is readjusted when the temperature changes. The conclusion is that the occupation-weighted sum Σᵢ f(T, μ, εᵢ) εᵢ is strictly larger in the hotter state. Since the total occupation is positive and the same in both states, the mean energy per electron rises too.

The theorem `centroid_lt_of_heating` carries this over to the emission band. A core hole at energy `core` is filled from level i, which emits a photon of energy εᵢ − core with strength |mᵢ|² f(T, μ, εᵢ). The function `centroid` is the mean photon energy weighted by these strengths. With the constant matrix element `fun _ => m` and m ≠ 0, it is strictly larger at T₂.

## What the model leaves out

A constant matrix element means that every level emits with the same intrinsic strength, so that the band follows the occupied levels alone. The line strength has no photon-frequency prefactor. The levels and the core energy stay fixed during heating, so self-consistent changes of the levels and relaxation around the core hole are absent. Each index carries the same weight; a degenerate level is entered once for each of its states.

The two chemical potentials are given, and their equal filling is assumed. For any filling strictly between empty and full, a suitable μ exists at each positive temperature, because the total occupation varies continuously with μ between these limits; that argument is not part of the file.

Within this non-interacting, finite-level model, and for a constant nonzero matrix element, equal filling and levels that are not all equal, the result fixes the sign of the shift that smearing causes in a computed centroid: a calculation with larger Fermi-Dirac smearing places the centroid higher than one with smaller smearing.

## The two Fermi functions cross once

Write x₁ = (e − μ₁)/T₁ and x₂ = (e − μ₂)/T₂ for the reduced energies. Their difference is

x₁ − x₂ = [(e − μ₁)T₂ − (e − μ₂)T₁] / (T₁T₂)

= [(T₂ − T₁)e − (μ₁T₂ − μ₂T₁)] / (T₁T₂)

= (T₂ − T₁)/(T₁T₂) · (e − c),

with the crossing energy

c = (μ₁T₂ − μ₂T₁)/(T₂ − T₁).

The prefactor is positive, and 1/(exp(x) + 1) decreases strictly with x. Above c we have x₁ > x₂, so the hotter occupation is the larger one; below c the order is reversed. In both cases

[f(T₂, μ₂, e) − f(T₁, μ₁, e)] · (e − c) > 0 for e ≠ c.

This is `fermi_crossing`. In its proof, `hc` clears the denominator in the definition of c, and `key` is the identity for x₁ − x₂, closed by `linear_combination hc`. The local statement `anti` supplies the strict decrease, and `rcases` separates the energies below c from those above.

## Equal filling removes the crossing energy

Let N₁ and N₂ be the total occupations, and E₁ and E₂ the occupation-weighted energies. Summing the products over the levels gives

Σᵢ [f(T₂, μ₂, εᵢ) − f(T₁, μ₁, εᵢ)] · (εᵢ − c) = (E₂ − E₁) − c(N₂ − N₁).

The left side is positive: no term is negative, and since the levels are not all equal, at least one lies away from c and contributes a positive term. On the right, N₂ = N₁ removes the part with c. What remains is E₂ − E₁ > 0.

In `energy_lt_of_heating`, `hex` finds the level away from c, `hpos` proves that the sum is positive, and `hsum` is the expansion above. The final `rw` inserts `hN`, and c disappears. If all levels coincided, equal filling would force E₁ = E₂, so the strict inequality does need two different energies.

## A positive sum that tolerates zeros

The step from single levels to the whole band is made by the Mathlib lemma `Finset.sum_pos'`. It asks for two things: every term is nonnegative, and some term is positive. Its relative `Finset.sum_pos` asks instead for every term to be positive, over a nonempty set.

The difference matters here because a level may sit exactly at the crossing energy. For levels −1, 0 and 1 with μ₁ = μ₂ = 0, the crossing is at c = 0, and the middle level is half filled at both temperatures. Its term vanishes, so `Finset.sum_pos` would not apply, although the sum is still positive.

The call in the file mirrors the two requirements. The placeholder `?_` leaves nonnegativity to be shown, which is done by treating the cases εᵢ = c and εᵢ ≠ c separately. The triple `⟨k, Finset.mem_univ k, hterm k hk⟩` names a level k away from the crossing, states that it belongs to the sum, and proves that its term is positive.

## From the mean energy to the centroid

For a constant matrix element m ≠ 0, the factor |m|² cancels. With N the total occupation and E the occupation-weighted energy of a state,

centroid = |m|²(E − core · N) / (|m|²N) = E/N − core.

This is `centroid_const`. There `hS` shows N > 0, `hnum` pulls |m|² out of the numerator, and the closing rewrites cancel the common factors. Since N₁ = N₂ = N, the shift on heating is

(E₂/N − core) − (E₁/N − core) = (E₂ − E₁)/N > 0.

The proof of `centroid_lt_of_heating` follows the same route: it rewrites both centroids with `centroid_const`, divides the energy inequality by the positive total occupation, and lets `linarith` remove the core energy.

## Selective emission can reverse the shift

The conclusion can fail when the matrix element is not constant. The theorem `centroid_falls_for_selective_emission` takes levels −2, −1, 1 and 2 with matrix elements 1, 1, 0 and 0. The upper two levels can hold electrons but do not emit, as when a selection rule forbids their transition to the core level.

Both states have μ = 0, and the temperatures are 1/log 4 and 1/log 3, the second being the hotter. They are chosen because, at temperature 1/log a with a > 1, a level of integer energy n has occupation 1/(aⁿ + 1). This is `fermi_log`, and it makes all occupations rational:

colder: 16/17, 4/5, 1/5, 1/17

hotter: 9/10, 3/4, 1/4, 1/10

Each row adds up to 2, so the filling is unchanged. Only the first two entries enter the centroid, which is

colder: (16/17 · (−2) + 4/5 · (−1)) / (16/17 + 4/5) − core = −57/37 − core

hotter: (9/10 · (−2) + 3/4 · (−1)) / (9/10 + 3/4) − core = −17/11 − core.

Since −17/11 < −57/37, heating lowers the centroid. Both emitting levels lose electrons, but the one at −1 loses the larger fraction, so the weight within the emission band moves down. The electrons that have gone up are in levels that do not emit.

In Lean, `a1` to `a4` and `b1` to `b4` are the two rows of occupations, `hs` writes out the total occupation, and `hc` reduces the centroid to the two emitting levels. The identities `e1` and `e2` give the two fractions, and `linarith` compares them for every value of `core`.
